# Deleting a contracted excitation shifts the second-order energy by an amount independent of its nonzero norm

**Q:** You represent a shrinking excitation as a fixed function times a number $t$, with everything else frozen. In a molecule the norm shrinks because the reference state changes. Is that still the physics?

**A:** It isolates one part of it: what the norm alone does to the energy. Let $\Psi_0$ be the normalised reference, $\Phi_i$ the contracted excitations, all orthogonal to $\Psi_0$, and $H_0$ the zeroth-order Hamiltonian, with $H_0\Psi_0=E_0\Psi_0$. Then $K_{ij}=\langle\Phi_i|H_0-E_0|\Phi_j\rangle$, $b_i=\langle\Phi_i|H|\Psi_0\rangle$, and the second-order energy is $E(K,b)=-b^*K^{-1}b$. The file takes this formula as its definition.

```lean
import Mathlib

open Matrix
open scoped ComplexOrder

namespace ContractedExcitationDeletion

noncomputable section

variable {m n : Type*} [Fintype m] [DecidableEq m] [Fintype n] [DecidableEq n]

/-- The second-order energy `-b* K⁻¹ b` for an invertible matrix `K` and a coupling vector `b`. -/
def energy (K : Matrix m m ℂ) (b : m → ℂ) : ℂ := -(star b ⬝ᵥ (K⁻¹ *ᵥ b))
```

**Q:** Where is the function you delete?

**A:** It comes last. The retained functions have block $M$ and couplings $u$; the last has diagonal element $k$, column $c$ and coupling $z$. So
$$K=\begin{pmatrix}M&c\\c^*&k\end{pmatrix},\qquad b=(u,z).$$
In Lean, `n` is the finite set of retained functions, possibly empty, and `Unit` supplies the extra index.

```lean
/-- The matrix `[[M, c], [c*, k]]`: retained functions with block `M`, and one last function
with diagonal element `k` and couplings `c`. -/
def bordered (M : Matrix n n ℂ) (c : n → ℂ) (k : ℂ) : Matrix (n ⊕ Unit) (n ⊕ Unit) ℂ :=
  Matrix.fromBlocks M (Matrix.of fun i _ => c i) (Matrix.of fun _ j => star (c j))
    (Matrix.of fun _ _ => k)

/-- The vector `(u, z)` with components `u` on the retained functions and `z` on the last one. -/
def extend (u : n → ℂ) (z : ℂ) : n ⊕ Unit → ℂ := Sum.elim u (fun _ => z)
```

The factor $t$ enters through the matrix $T=\mathrm{diag}(1,\dots,1,t)$.

```lean
/-- The change of basis that multiplies the last function by `t` and keeps all others. -/
def rescaling (t : ℂ) : Matrix (n ⊕ Unit) (n ⊕ Unit) ℂ :=
  Matrix.diagonal (extend (fun _ => 1) t)
```

Two lemmas give the block rules for products:

```lean
omit [DecidableEq n] in
/-- Action of the bordered matrix on a vector, block by block. -/
theorem bordered_mulVec (M : Matrix n n ℂ) (c x : n → ℂ) (k a : ℂ) :
    bordered M c k *ᵥ extend x a = extend (M *ᵥ x + a • c) (star c ⬝ᵥ x + k * a) := by
  ext i
  rcases i with i | i <;>
    simp [bordered, extend, Matrix.mulVec, dotProduct, Fintype.sum_sum_type, mul_comm]

omit [DecidableEq n] in
/-- The scalar product of two vectors is the sum of the retained part and the last part. -/
theorem extend_dot (x y : n → ℂ) (a b : ℂ) :
    star (extend x a) ⬝ᵥ extend y b = star x ⬝ᵥ y + star a * b := by
  simp [extend, dotProduct, Fintype.sum_sum_type]
```

**Q:** What do you assume about $K$?

**A:** That it is positive definite, `(bordered M c k).PosDef`. Physically, the functions are linearly independent and $H_0-E_0$ is positive on their span, which excludes intruder states at or below $E_0$. This is assumed, not derived from a Hamiltonian. It makes $K$ invertible, so $K^{-1}b$ solves the amplitude equations up to sign.

```lean
/-- For positive definite `K`, the vector `K⁻¹ b` solves the linear equations `K y = b`. -/
theorem solve {K : Matrix m m ℂ} (h : K.PosDef) (b : m → ℂ) : K *ᵥ (K⁻¹ *ᵥ b) = b := by
  rw [Matrix.mulVec_mulVec,
    Matrix.mul_nonsing_inv _ ((Matrix.isUnit_iff_isUnit_det _).mp h.isUnit), Matrix.one_mulVec]
```

Testing $K$ on $(x,0)$ gives $x^*Mx>0$ for $x\neq0$, so $M$ is positive definite too.

```lean
omit [DecidableEq n] in
/-- If the full matrix is positive definite, so is the block of the retained functions. -/
theorem retained_posDef {M : Matrix n n ℂ} {c : n → ℂ} {k : ℂ}
    (h : (bordered M c k).PosDef) : M.PosDef := by
  refine Matrix.posDef_iff_dotProduct_mulVec.mpr ⟨?_, fun x hx => ?_⟩
  · exact Matrix.IsHermitian.ext fun i j => by
      simpa [bordered] using h.isHermitian.apply (Sum.inl i) (Sum.inl j)
  · have h0 : extend x 0 ≠ 0 := fun h0 => hx (funext fun i => congrFun h0 (Sum.inl i))
    have h1 := h.dotProduct_mulVec_pos h0
    rw [bordered_mulVec, extend_dot, zero_smul, add_zero, star_zero, zero_mul, add_zero] at h1
    exact h1
```

Now test on $y=(-M^{-1}c,1)$. Since $Ky=(0,\sigma)$ with $\sigma=k-c^*M^{-1}c$, we get $\sigma=y^*Ky>0$. For complex numbers, Lean's `0 <` means real and positive.

```lean
/-- If the full matrix is positive definite, the Schur complement `k - c* M⁻¹ c` of the last
function is positive. -/
theorem schur_pos {M : Matrix n n ℂ} {c : n → ℂ} {k : ℂ}
    (h : (bordered M c k).PosDef) : 0 < k - star c ⬝ᵥ (M⁻¹ *ᵥ c) := by
  -- test vector: the last function with its retained components eliminated
  have h0 : extend (-(M⁻¹ *ᵥ c)) 1 ≠ 0 := fun h0 =>
    one_ne_zero (α := ℂ) (congrFun h0 (Sum.inr ()))
  have h1 := h.dotProduct_mulVec_pos h0
  rw [bordered_mulVec, extend_dot, Matrix.mulVec_neg, solve (retained_posDef h), one_smul,
    neg_add_cancel, dotProduct_zero, star_one, dotProduct_neg] at h1
  convert h1 using 1
  ring
```

**Q:** Then derive the jump.

**A:** Solve $K(x,a)=(u,z)$:
$$Mx+ac=u,\qquad c^*x+ka=z.$$
The first equation gives $x=M^{-1}u-aM^{-1}c$. Inserting it in the second gives $a\sigma=r$, with $r=z-c^*M^{-1}u$. As $M$ is Hermitian, $u^*M^{-1}c=\overline{c^*M^{-1}u}$, so
$$b^*K^{-1}b=u^*x+\bar z a=u^*M^{-1}u+a\bar r=u^*M^{-1}u+\frac{|r|^2}{\sigma}.$$
Therefore $E(M,u)-E(K,b)=|r|^2/\sigma$.

In the proof, `huw` is the Hermitian step, `hv` checks the solution, `hinv` identifies it with $K^{-1}b$, and `hn` writes $|r|^2$ as $\bar r r$.

```lean
/-- For a positive definite full matrix, deleting the last function changes the energy by
`|z - c* M⁻¹ u|² / (k - c* M⁻¹ c)`. -/
theorem deletion_jump {M : Matrix n n ℂ} {c : n → ℂ} {k : ℂ}
    (h : (bordered M c k).PosDef) (u : n → ℂ) (z : ℂ) :
    energy M u - energy (bordered M c k) (extend u z) =
      (‖z - star c ⬝ᵥ (M⁻¹ *ᵥ u)‖ : ℂ) ^ 2 / (k - star c ⬝ᵥ (M⁻¹ *ᵥ c)) := by
  have hM := retained_posDef h
  have hs := (schur_pos h).ne'
  have huw : star u ⬝ᵥ (M⁻¹ *ᵥ c) = star (star c ⬝ᵥ (M⁻¹ *ᵥ u)) := by
    -- a Hermitian matrix moves across the scalar product
    have move : ∀ x y : n → ℂ, star (M *ᵥ x) ⬝ᵥ y = star x ⬝ᵥ (M *ᵥ y) := fun x y => by
      rw [Matrix.star_mulVec, hM.isHermitian.eq, Matrix.dotProduct_mulVec]
    have h1 := move (M⁻¹ *ᵥ u) (M⁻¹ *ᵥ c)
    rw [solve hM, solve hM] at h1
    rw [h1]
    generalize M⁻¹ *ᵥ u = y
    simp [dotProduct, mul_comm]
  -- `a` is the amplitude of the last function
  obtain ⟨a, ha⟩ : ∃ a, a = (z - star c ⬝ᵥ (M⁻¹ *ᵥ u)) / (k - star c ⬝ᵥ (M⁻¹ *ᵥ c)) :=
    ⟨_, rfl⟩
  have ha' := (eq_div_iff hs).mp ha
  have hv : bordered M c k *ᵥ extend (M⁻¹ *ᵥ u - a • (M⁻¹ *ᵥ c)) a = extend u z := by
    rw [bordered_mulVec, Matrix.mulVec_sub, Matrix.mulVec_smul, solve hM, solve hM,
      sub_add_cancel, dotProduct_sub, dotProduct_smul, smul_eq_mul]
    congr 1
    linear_combination ha'
  have hinv : (bordered M c k)⁻¹ *ᵥ extend u z = extend (M⁻¹ *ᵥ u - a • (M⁻¹ *ᵥ c)) a := by
    rw [← hv, Matrix.mulVec_mulVec,
      Matrix.nonsing_inv_mul _ ((Matrix.isUnit_iff_isUnit_det _).mp h.isUnit),
      Matrix.one_mulVec]
  have hn : (‖z - star c ⬝ᵥ (M⁻¹ *ᵥ u)‖ : ℂ) ^ 2 =
      (star z - star (star c ⬝ᵥ (M⁻¹ *ᵥ u))) * (z - star c ⬝ᵥ (M⁻¹ *ᵥ u)) := by
    rw [← star_sub]
    exact (Complex.conj_mul' _).symm
  unfold energy
  rw [hinv, extend_dot, dotProduct_sub, dotProduct_smul, huw, hn, mul_div_assoc, ← ha,
    smul_eq_mul]
  ring
```

**Q:** Could the jump be zero?

**A:** Yes, exactly when $r=0$: the retained functions already account for the last coupling. Otherwise deletion strictly raises the energy, because $\sigma>0$.

```lean
/-- For a positive definite full matrix, deleting the last function strictly raises the energy
exactly when `z` differs from `c* M⁻¹ u`. -/
theorem deletion_raises_iff {M : Matrix n n ℂ} {c : n → ℂ} {k : ℂ}
    (h : (bordered M c k).PosDef) (u : n → ℂ) (z : ℂ) :
    0 < energy M u - energy (bordered M c k) (extend u z) ↔
      z ≠ star c ⬝ᵥ (M⁻¹ *ᵥ u) := by
  rw [deletion_jump h]
  obtain ⟨σ, hσ, e⟩ : ∃ σ : ℝ, 0 < σ ∧ k - star c ⬝ᵥ (M⁻¹ *ᵥ c) = (σ : ℂ) := by
    obtain ⟨h1, h2⟩ := Complex.lt_def.mp (schur_pos h)
    exact ⟨_, h1, Complex.ext rfl h2.symm⟩
  rw [e]
  constructor
  · intro hlt heq
    rw [← heq, sub_self] at hlt
    simp at hlt
  · intro hne
    have hr : 0 < ‖z - star c ⬝ᵥ (M⁻¹ *ᵥ u)‖ := norm_pos_iff.mpr (sub_ne_zero.mpr hne)
    have hq : 0 < ‖z - star c ⬝ᵥ (M⁻¹ *ᵥ u)‖ ^ 2 / σ := by positivity
    exact_mod_cast hq
```

**Q:** But a tiny function has tiny couplings. Surely its contribution fades.

**A:** Its couplings shrink, but so does its diagonal element. Rescaling sends $c\to tc$, $k\to|t|^2k$ and $z\to\bar tz$, which is $K\to T^*KT$ and $b\to T^*b$. For any invertible $T$,
$$(T^*b)^*(T^*KT)^{-1}(T^*b)=b^*TT^{-1}K^{-1}(T^*)^{-1}T^*b=b^*K^{-1}b.$$
With no retained functions this is just $|\bar tz|^2/(|t|^2k)=|z|^2/k$.

```lean
/-- The energy is unchanged by any invertible change of basis `T`. -/
theorem energy_basis_change (K T : Matrix m m ℂ) (hT : IsUnit T.det) (b : m → ℂ) :
    energy (Tᴴ * K * T) (Tᴴ *ᵥ b) = energy K b := by
  have hT' : IsUnit (Tᴴ).det := by
    rw [Matrix.det_conjTranspose]
    exact hT.star
  have hmat : T * ((Tᴴ * K * T)⁻¹ * Tᴴ) = K⁻¹ := by
    rw [Matrix.mul_inv_rev, Matrix.mul_inv_rev, Matrix.mul_assoc, Matrix.mul_assoc,
      Matrix.nonsing_inv_mul _ hT', Matrix.mul_one, ← Matrix.mul_assoc,
      Matrix.mul_nonsing_inv _ hT, Matrix.one_mul]
  rw [← Matrix.mul_assoc] at hmat
  unfold energy
  rw [Matrix.star_mulVec, Matrix.conjTranspose_conjTranspose, ← Matrix.dotProduct_mulVec,
    Matrix.mulVec_mulVec, Matrix.mulVec_mulVec, hmat]
```

The next proof checks that $T$ produces the scaled matrix (`hK`) and vector (`hb`), and that $\det T=t\neq0$ (`hdet`). Since $M$ and $u$ don't involve $t$, the deletion jump is unchanged as well.

```lean
/-- Multiplying the last function by a nonzero factor `t` leaves the energy unchanged. -/
theorem energy_rescale (M : Matrix n n ℂ) (c u : n → ℂ) (k z : ℂ) {t : ℂ} (ht : t ≠ 0) :
    energy (bordered M (t • c) (star t * t * k)) (extend u (star t * z)) =
      energy (bordered M c k) (extend u z) := by
  have hK : (rescaling t)ᴴ * bordered M c k * rescaling t =
      bordered M (t • c) (star t * t * k) := by
    ext i j
    rcases i with i | i <;> rcases j with j | j <;>
      simp [rescaling, extend, bordered, Matrix.diagonal_conjTranspose, Matrix.diagonal_mul,
        Matrix.mul_diagonal] <;> ring
  have hb : (rescaling t)ᴴ *ᵥ extend u z = extend u (star t * z) := by
    ext i
    rcases i with i | i <;>
      simp [rescaling, extend, Matrix.diagonal_conjTranspose, Matrix.mulVec_diagonal]
  have hdet : IsUnit (rescaling (n := n) t).det := by
    simp [rescaling, extend, Matrix.det_diagonal, Fintype.prod_sum_type, ht]
  rw [← hK, ← hb, energy_basis_change _ _ hdet]
```

**Q:** And the discontinuity?

**A:** It comes from the screening rule: discard the last function if $|t|<\eta$, keep it otherwise. If the function at $t=1$ is normalised, $|t|$ is its norm.

```lean
/-- The energy under norm screening: the last function, multiplied by `t`, is discarded
if `|t|` is below the threshold `η` and kept otherwise. -/
def screenedEnergy (η : ℝ) (M : Matrix n n ℂ) (c u : n → ℂ) (k z t : ℂ) : ℂ :=
  if ‖t‖ < η then energy M u
  else energy (bordered M (t • c) (star t * t * k)) (extend u (star t * z))
```

Take $|s|<\eta\le|t|$. At $s$ the energy is $E(M,u)$; at $t$ it is $E(K,b)$ by rescaling invariance. Their difference is $|r|^2/\sigma$, however close $s$ and $t$ are and however small the positive threshold is.

```lean
/-- For a positive definite full matrix and any positive threshold, the screened energies at two
factors on opposite sides of the threshold differ by `|z - c* M⁻¹ u|² / (k - c* M⁻¹ c)`. -/
theorem screening_step {M : Matrix n n ℂ} {c : n → ℂ} {k : ℂ}
    (h : (bordered M c k).PosDef) (u : n → ℂ) (z : ℂ) {η : ℝ} (hη : 0 < η) {s t : ℂ}
    (hs : ‖s‖ < η) (ht : η ≤ ‖t‖) :
    screenedEnergy η M c u k z s - screenedEnergy η M c u k z t =
      (‖z - star c ⬝ᵥ (M⁻¹ *ᵥ u)‖ : ℂ) ^ 2 / (k - star c ⬝ᵥ (M⁻¹ *ᵥ c)) := by
  have ht0 : t ≠ 0 := norm_pos_iff.mp (lt_of_lt_of_le hη ht)
  unfold screenedEnergy
  rw [if_pos hs, if_neg (not_lt_of_ge ht), energy_rescale M c u k z ht0, deletion_jump h]

end

end ContractedExcitationDeletion
```

```lean
#print axioms ContractedExcitationDeletion.deletion_raises_iff
-- 'ContractedExcitationDeletion.deletion_raises_iff' depends on axioms: [propext, Classical.choice, Quot.sound]
#print axioms ContractedExcitationDeletion.energy_rescale
-- 'ContractedExcitationDeletion.energy_rescale' depends on axioms: [propext, Classical.choice, Quot.sound]
#print axioms ContractedExcitationDeletion.screening_step
-- 'ContractedExcitationDeletion.screening_step' depends on axioms: [propext, Classical.choice, Quot.sound]
```

**Q:** What would I see in a calculation?

**A:** Consider moving an electron from active spin orbital $p$ to an empty one. The contracted function has norm $\sqrt{n_p}$, where $n_p$ is the occupation of $p$. Suppose a stretched bond is shortened, so that the occupation of its antibonding orbital $p$ drops, and $\sqrt{n_p}$ falls below $\eta$. Suppose also that $K$ is positive definite, so that the retained functions don't already span this one, and that the normalised quantities vary continuously there. Then the second-order curve steps up by their value of $|r|^2/\sigma$. With $|r|=0.01$ and $\sigma=1$ hartree, that is $10^{-4}$ hartree. A finite-difference force taken across the crossing with spacing $\delta$ acquires a spurious contribution of magnitude $10^{-4}/\delta$.

This bears on internally contracted multireference perturbation theory at second order, with linear amplitude equations and one function crossing the threshold. The nonlinear equations of multireference coupled cluster need a separate analysis.
